# Berry phases of two smooth periodic gauges on one loop differ by an integer multiple of $2\pi$

Q: A band state is a ray and a loop is a circle. Here I find vectors, a parameter on the whole real line, and a phase that is not reduced modulo $2\pi$. Is that still the physical situation?

A: The choice is deliberate. A family of states is a map $u:\mathbb{R}\to E$, $k\mapsto u(k)$, into a complex inner-product space $E$, and picking a unit vector $u(k)$ on each ray is what a physicist calls picking a gauge. The loop enters as the hypothesis $u(k+2\pi)=u(k)$, imposed only where it is used; $2\pi$ is the length of the loop in the chosen parameter. The phase stays unreduced, since its jumps by $2\pi$ are the subject. The space $E$ may be $\mathbb{C}^n$ with its standard inner product for any $n\ge 1$, and no bound on the dimension is assumed.

```lean
import Mathlib

open Complex (I)
open scoped Real InnerProductSpace ComplexConjugate

namespace TwoGaugeQuantization

noncomputable section

variable {E : Type*} [NormedAddCommGroup E] [InnerProductSpace ℂ E]
```

Q: Signs depend on conventions. Which ones are fixed?

A: The bracket $\langle x,y\rangle$ is antilinear in $x$ and linear in $y$, as in Dirac notation. With a prime for $d/dk$, the Berry connection and the Berry phase between real endpoints $a$ and $b$ are
$$\mathcal{A}[u](k)=i\,\langle u(k),u'(k)\rangle,\qquad \gamma[u;a,b]=\int_a^b \mathcal{A}[u](k)\,dk .$$

```lean
/-- The Berry connection `i ⟨u, u'⟩` of a family of states `u(k)`. -/
def berryConnection (u : ℝ → E) (k : ℝ) : ℂ := I * ⟪u k, deriv u k⟫_ℂ

/-- The Berry phase: the integral of the Berry connection from `a` to `b`. -/
def berryPhase (u : ℝ → E) (a b : ℝ) : ℂ := ∫ k in a..b, berryConnection u k
```

Both take values in $\mathbb{C}$. Differentiating $\langle u,u\rangle=1$ is the usual way to see that $\mathcal{A}$ is real, but the argument below never needs it. Lean's `deriv` returns zero where a function is not differentiable, and the integral of a non-integrable function is zero as well; the differentiability hypotheses keep both defaults out of play. A gauge change multiplies by a function $g:\mathbb{R}\to\mathbb{C}$, whose modulus the theorems take to be one, so $(gu)(k)=g(k)\,u(k)$, and the test case is $g_m(k)=e^{imk}$ for an integer $m$.

```lean
/-- The gauge-transformed family `g(k) u(k)`. -/
def gauge (g : ℝ → ℂ) (u : ℝ → E) : ℝ → E := fun k => g k • u k

/-- The gauge function `exp(i m k)` for an integer `m`. -/
def windingGauge (m : ℤ) : ℝ → ℂ := fun k => Complex.exp (I * m * k)
```

Q: I know such an integer from the quantisation of the Chern number, yet here I see no curvature and no surface.

A: There is none, and what is proved is the one-dimensional step of that argument. For one isolated band of non-interacting electrons in two dimensions, the usual reasoning cuts the Brillouin zone along a closed curve into two patches, takes a smooth gauge $u$ on one and $v$ on the other, and applies Stokes' theorem to each. The total Berry flux then becomes the difference of the two Berry phases around the curve, and the Chern number is that flux divided by $2\pi$. The theorems below show that this difference lies in $2\pi\mathbb{Z}$, with $k$ the parameter along the curve. The existence of the patch gauges and the Stokes step are background here and are not among the theorems.

Q: Then start with the gauge change. What happens to $\mathcal{A}$?

A: Take a point $k$ where $g$ and $u$ are differentiable, $|g|=1$ and $\|u\|=1$, and write $\bar g$ for the complex conjugate. The product rule gives $(gu)'=g\,u'+g'\,u$, so
$$\langle gu,(gu)'\rangle=\bar g g\,\langle u,u'\rangle+\bar g g'\,\langle u,u\rangle=\langle u,u'\rangle+\bar g g',$$
and multiplying by $i$,
$$\mathcal{A}[gu]=\mathcal{A}[u]+i\,\bar g g' .$$
In `berryConnection_gauge`, `hd` is the product rule, `h1` is $\bar g g=1$ and `h2` is $\langle u,u\rangle=1$. The `simp only` line expands the bracket into the two terms above, and `linear_combination` closes the goal by inserting `h1` in the first term and `h2` in the second. All four hypotheses concern the single point `k`.

```lean
/-- At a point where `u` has unit norm and `g` unit modulus, the gauge change shifts the
Berry connection by `i conj(g) g'`. -/
theorem berryConnection_gauge {g : ℝ → ℂ} {u : ℝ → E} {k : ℝ}
    (hg : DifferentiableAt ℝ g k) (hu : DifferentiableAt ℝ u k)
    (hg1 : ‖g k‖ = 1) (hu1 : ‖u k‖ = 1) :
    berryConnection (gauge g u) k
      = berryConnection u k + I * (conj (g k) * deriv g k) := by
  have hd : HasDerivAt (gauge g u) (g k • deriv u k + deriv g k • u k) k :=
    hg.hasDerivAt.smul hu.hasDerivAt
  have h1 : conj (g k) * g k = 1 := by
    rw [mul_comm, Complex.mul_conj, Complex.normSq_eq_norm_sq, hg1]; simp
  have h2 : ⟪u k, u k⟫_ℂ = 1 := by
    rw [inner_self_eq_norm_sq_to_K, hu1]; simp
  unfold berryConnection
  rw [hd.deriv]
  simp only [gauge, inner_add_right, inner_smul_left, inner_smul_right]
  linear_combination (I * ⟪u k, deriv u k⟫_ℂ) * h1 + (I * conj (g k) * deriv g k) * h2
```

Q: I would now write $g=e^{i\theta}$ with a real angle $\theta(k)$, get $\bar g g'=i\theta'$, and integrate $i\,\bar g g'$ to $-(\theta(b)-\theta(a))$. But a smooth $\theta$ along the whole interval is precisely what needs justifying, because the principal argument jumps. Has that been assumed?

A: No, the accumulated phase is constructed. Let $g$ be $C^1$ with $|g|=1$ everywhere, which is `ContDiff ℝ 1 g` together with `∀ k, ‖g k‖ = 1`. Define
$$F(t)=\int_a^t \bar g g'\,dk ,$$
which plays the part of $i(\theta(t)-\theta(a))$. The integrand is continuous, so $F'=\bar g g'$ and $F(a)=0$. The function $H(t)=g(t)\,e^{-F(t)}$ has
$$H'=\bigl(g'-g\,\bar g\,g'\bigr)e^{-F}=(1-\bar g g)\,g'\,e^{-F}=0 .$$
Hence $H(b)=H(a)=g(a)$, and multiplying by $e^{F(b)}$,
$$g(b)=g(a)\,\exp\int_a^b \bar g g'\,dk .$$
In `phase_lift`, `hc` is the continuity of the integrand, `hF` the fundamental theorem of calculus, `hH` the vanishing derivative, and `key` the constancy of $H$ through `is_const_of_deriv_eq_zero`. The last line multiplies `key` by $e^{F(b)}$ and uses $e^{-F(b)}e^{F(b)}=1$. No logarithm and no branch cut appears, and $a$, $b$ may come in either order.

```lean
/-- A `C¹` function of unit modulus obeys `g(b) = g(a) exp(∫ₐᵇ conj(g) g')`. -/
theorem phase_lift {g : ℝ → ℂ} (hg : ContDiff ℝ 1 g) (hg1 : ∀ k, ‖g k‖ = 1) (a b : ℝ) :
    g b = g a * Complex.exp (∫ k in a..b, conj (g k) * deriv g k) := by
  have hc : Continuous fun k => conj (g k) * deriv g k :=
    (Complex.continuous_conj.comp hg.continuous).mul (hg.continuous_deriv le_rfl)
  have hgd : Differentiable ℝ g := hg.differentiable (by simp)
  obtain ⟨F, hFdef⟩ : ∃ F : ℝ → ℂ, F = fun t => ∫ k in a..t, conj (g k) * deriv g k :=
    ⟨_, rfl⟩
  have hF : ∀ t, HasDerivAt F (conj (g t) * deriv g t) t := by
    intro t
    rw [hFdef]
    exact (hc.integral_hasStrictDerivAt a t).hasDerivAt
  have hFa : F a = 0 := by simp [hFdef]
  have hFb : (∫ k in a..b, conj (g k) * deriv g k) = F b := by rw [hFdef]
  -- `g exp(-F)` has zero derivative because `conj(g) g = 1`
  have hH : ∀ t, HasDerivAt (fun t => g t * Complex.exp (-(F t))) 0 t := by
    intro t
    have h1 : conj (g t) * g t = 1 := by
      rw [mul_comm, Complex.mul_conj, Complex.normSq_eq_norm_sq, hg1]; simp
    have h := (hgd t).hasDerivAt.fun_mul ((hF t).fun_neg.cexp)
    refine h.congr_deriv ?_
    linear_combination (-(deriv g t * Complex.exp (-(F t)))) * h1
  have key : g b * Complex.exp (-(F b)) = g a * Complex.exp (-(F a)) :=
    is_const_of_deriv_eq_zero (fun t => (hH t).differentiableAt) (fun t => (hH t).deriv) b a
  rw [hFa, neg_zero, Complex.exp_zero] at key
  have he : Complex.exp (-(F b)) * Complex.exp (F b) = 1 := by
    rw [← Complex.exp_add]; simp
  rw [hFb]
  linear_combination Complex.exp (F b) * key - g b * he
```

Q: And the integrated shift?

A: For $C^1$ maps with $|g|=1$ and $\|u\|=1$ at every $k$, the pointwise identity integrates to
$$\gamma[gu;a,b]=\gamma[u;a,b]+i\int_a^b \bar g g'\,dk .$$
The only work in `berryPhase_gauge` is to justify splitting the integral: `h1` and `h2` show that both summands are continuous, hence integrable on the interval, as `intervalIntegral.integral_add` requires. This is one reason for asking for $C^1$, a continuous derivative, and not mere differentiability.

```lean
/-- A gauge change shifts the Berry phase by `i ∫ₐᵇ conj(g) g'`. -/
theorem berryPhase_gauge {g : ℝ → ℂ} {u : ℝ → E} (hg : ContDiff ℝ 1 g) (hu : ContDiff ℝ 1 u)
    (hg1 : ∀ k, ‖g k‖ = 1) (hu1 : ∀ k, ‖u k‖ = 1) (a b : ℝ) :
    berryPhase (gauge g u) a b
      = berryPhase u a b + I * ∫ k in a..b, conj (g k) * deriv g k := by
  have hpt : ∀ k, berryConnection (gauge g u) k
      = berryConnection u k + I * (conj (g k) * deriv g k) := fun k =>
    berryConnection_gauge (hg.differentiable (by simp) k) (hu.differentiable (by simp) k)
      (hg1 k) (hu1 k)
  have h0 : Continuous fun k => ⟪u k, deriv u k⟫_ℂ :=
    hu.continuous.inner (hu.continuous_deriv le_rfl)
  have h1 : Continuous (berryConnection u) := continuous_const.mul h0
  have h2 : Continuous fun k => I * (conj (g k) * deriv g k) :=
    continuous_const.mul
      ((Complex.continuous_conj.comp hg.continuous).mul (hg.continuous_deriv le_rfl))
  simp only [berryPhase, hpt]
  rw [intervalIntegral.integral_add (h1.intervalIntegrable a b) (h2.intervalIntegrable a b),
    intervalIntegral.integral_const_mul]
```

Q: Where does the integer come from?

A: Put $D=\gamma[gu;a,b]-\gamma[u;a,b]$. The last formula reads $D=iF(b)$, so $F(b)=-iD$ and
$$g(b)=g(a)\,e^{-iD}.$$
Since $|g(a)|=1$, $g(a)$ is nonzero, so $g(b)=g(a)$ holds exactly when $e^{-iD}=1$. The complex exponential equals one exactly at the points $2\pi i n$ with $n$ an integer, and $-iD=2\pi i n$ means $D=2\pi(-n)$. The theorem `quantized_iff` states both directions: there is an integer $m$ with $D=2\pi m$ if and only if $g(b)=g(a)$. In the proof, `hD` is $F(b)=-iD$, `hl` is the displayed relation, `ha` is $g(a)\neq 0$, and `Complex.exp_eq_one_iff` is used once each way, with the witnesses `-m` and `-n` recording the sign. The equation is in $\mathbb{C}$, so it also says that $D$ is real in this case.

```lean
/-- The Berry phases of `g u` and `u` from `a` to `b` differ by an integer multiple of `2π`
exactly when `g(b) = g(a)`. -/
theorem quantized_iff {g : ℝ → ℂ} {u : ℝ → E} (hg : ContDiff ℝ 1 g) (hu : ContDiff ℝ 1 u)
    (hg1 : ∀ k, ‖g k‖ = 1) (hu1 : ∀ k, ‖u k‖ = 1) (a b : ℝ) :
    (∃ m : ℤ, berryPhase (gauge g u) a b - berryPhase u a b = 2 * (π : ℂ) * m)
      ↔ g b = g a := by
  -- the phase shift `D` obeys `g(b) = g(a) exp(-i D)`
  have hD : (∫ k in a..b, conj (g k) * deriv g k)
      = -I * (berryPhase (gauge g u) a b - berryPhase u a b) := by
    rw [berryPhase_gauge hg hu hg1 hu1]
    linear_combination (∫ k in a..b, conj (g k) * deriv g k) * Complex.I_mul_I
  have hl := phase_lift hg hg1 a b
  rw [hD] at hl
  generalize berryPhase (gauge g u) a b - berryPhase u a b = D at hl ⊢
  have ha : g a ≠ 0 := by
    intro h
    have := hg1 a
    rw [h, norm_zero] at this
    exact zero_ne_one this
  constructor
  · rintro ⟨m, hm⟩
    have he : Complex.exp (-I * D) = 1 :=
      Complex.exp_eq_one_iff.2 ⟨-m, by rw [hm]; push_cast; ring⟩
    rw [hl, he, mul_one]
  · intro hab
    have he : Complex.exp (-I * D) = 1 :=
      mul_left_cancel₀ ha (by linear_combination hab - hl)
    obtain ⟨n, hn⟩ := Complex.exp_eq_one_iff.1 he
    refine ⟨-n, ?_⟩
    push_cast
    linear_combination I * hn + (D + 2 * (π : ℂ) * n) * Complex.I_mul_I
```

Q: So quantisation depends only on the endpoint values of $g$?

A: Given the smoothness and normalisation hypotheses, yes. If $g(k+2\pi)=g(k)$ for all $k$, written `Function.Periodic g (2 * π)`, then $b=a+2\pi$ satisfies $g(b)=g(a)$ for every starting point $a$, and
$$\gamma[gu;a,a+2\pi]-\gamma[u;a,a+2\pi]\in 2\pi\mathbb{Z}.$$
The proof of `quantized_of_periodic` is the right-to-left direction of `quantized_iff` applied to `hp a`.

```lean
/-- For a `2π`-periodic gauge function of unit modulus, the Berry phases of `g u` and `u`
over one period differ by an integer multiple of `2π`. -/
theorem quantized_of_periodic {g : ℝ → ℂ} {u : ℝ → E} (hg : ContDiff ℝ 1 g)
    (hu : ContDiff ℝ 1 u) (hg1 : ∀ k, ‖g k‖ = 1) (hu1 : ∀ k, ‖u k‖ = 1)
    (hp : Function.Periodic g (2 * π)) (a : ℝ) :
    ∃ m : ℤ, berryPhase (gauge g u) a (a + 2 * π) - berryPhase u a (a + 2 * π)
      = 2 * (π : ℂ) * m :=
  (quantized_iff hg hu hg1 hu1 a (a + 2 * π)).2 (hp a)
```

Q: That statement has no periodicity hypothesis on $u$. Then the path need not close, which looks like an omission.

A: It is a stronger theorem, since it applies to periodic $u$ and to others as well. The shift $i\int\bar g g'$ does not involve $u$ at all once $\|u\|=1$. What the theorem constrains is the difference of two phases; it says nothing about the value of either one, and neither is claimed to be quantised.

Q: My real objection is that $g$ is handed over in advance. In the two-patch argument I have two gauges and no transition function, let alone a smooth periodic one.

A: That case is `two_gauge_quantization`. Its data are two maps $u$ and $v$, both $C^1$, of unit norm and $2\pi$-periodic, and the hypothesis `hray`: for each $k$ there is some complex number $c$ with $v(k)=c\,u(k)$. Nothing is assumed about how $c$ varies with $k$. Physically `hray` says that $u$ and $v$ describe the same state at every point of the loop, as two normalised eigenvectors of a non-degenerate level do. Define the overlap $g(k)=\langle u(k),v(k)\rangle$. At each $k$,
$$g=\langle u,c\,u\rangle=c\,\langle u,u\rangle=c,\qquad 1=\|v\|=|c|\,\|u\|=|c| .$$
So $|g|=1$ and $gu=v$. The overlap of two $C^1$ maps is $C^1$, and $g(k+2\pi)=\langle u(k+2\pi),v(k+2\pi)\rangle=g(k)$, which is where the periodicity of both states is used. These four facts are `hg1`, `hgv`, `hg` and `hp`. The previous theorem then applies, and rewriting $gu$ as $v$ yields an integer $m$ with
$$\gamma[v;a,a+2\pi]-\gamma[u;a,a+2\pi]=2\pi m .$$

```lean
/-- Two `C¹`, `2π`-periodic families of unit states that lie on the same ray at every `k`
have Berry phases over one period that differ by an integer multiple of `2π`. -/
theorem two_gauge_quantization {u v : ℝ → E} (hu : ContDiff ℝ 1 u) (hv : ContDiff ℝ 1 v)
    (hu1 : ∀ k, ‖u k‖ = 1) (hv1 : ∀ k, ‖v k‖ = 1)
    (hup : Function.Periodic u (2 * π)) (hvp : Function.Periodic v (2 * π))
    (hray : ∀ k, ∃ c : ℂ, v k = c • u k) (a : ℝ) :
    ∃ m : ℤ, berryPhase v a (a + 2 * π) - berryPhase u a (a + 2 * π) = 2 * (π : ℂ) * m := by
  -- the transition function is the overlap `⟨u, v⟩`
  have hg : ContDiff ℝ 1 fun k => ⟪u k, v k⟫_ℂ := hu.inner ℂ hv
  have hg1 : ∀ k, ‖⟪u k, v k⟫_ℂ‖ = 1 := by
    intro k
    obtain ⟨c, hc⟩ := hray k
    have hn : ‖c‖ = 1 := by
      have := hv1 k
      rwa [hc, norm_smul, hu1, mul_one] at this
    rw [hc, inner_smul_right, inner_self_eq_norm_sq_to_K, hu1]
    simpa using hn
  have hgv : gauge (fun k => ⟪u k, v k⟫_ℂ) u = v := by
    funext k
    obtain ⟨c, hc⟩ := hray k
    show ⟪u k, v k⟫_ℂ • u k = v k
    rw [hc, inner_smul_right, inner_self_eq_norm_sq_to_K, hu1]
    simp
  have hp : Function.Periodic (fun k => ⟪u k, v k⟫_ℂ) (2 * π) := by
    intro k
    show ⟪u (k + 2 * π), v (k + 2 * π)⟫_ℂ = ⟪u k, v k⟫_ℂ
    rw [hup k, hvp k]
  have h := quantized_of_periodic hg hu hg1 hu1 hp a
  rwa [hgv] at h
```

Q: What am I still taking on trust from the physics?

A: No Hamiltonian appears, so smoothness, periodicity and the common ray are hypotheses and are not derived from a spectral gap. The state is a single vector, so groups of degenerate or crossing bands, where the transition function is a unitary matrix, are not covered. The derivative is exact, so a loop sampled at finitely many $k$ points is not covered either. Periodicity also needs care on a loop that runs across the whole Brillouin zone and closes only up to a reciprocal lattice vector $G$. There the cell-periodic parts of periodic Bloch functions satisfy $u(k+2\pi)=e^{-iG\cdot r}u(k)$, with $r$ the position, and do not meet the periodicity hypothesis of `two_gauge_quantization`. The factor is the same for $u$ and $v$ and cancels in their overlap, so `quantized_of_periodic` with $g=\langle u,v\rangle$ still gives the integer.

Q: Is there a quantity on which the two gauges agree exactly?

A: The phase factor. From $\gamma[v]=\gamma[u]+2\pi m$ over the same period,
$$e^{i\gamma[v]}=e^{i\gamma[u]}\,e^{2\pi i m}=e^{i\gamma[u]} .$$
The theorem `phase_factor_eq` has the same hypotheses as `two_gauge_quantization`. It obtains $m$ from that theorem, multiplies the equation by $i$ in `h`, splits the exponential, and removes the second factor with `Complex.exp_int_mul_two_pi_mul_I`.

```lean
/-- For two such families the phase factors `exp(i γ)` over one period are equal. -/
theorem phase_factor_eq {u v : ℝ → E} (hu : ContDiff ℝ 1 u) (hv : ContDiff ℝ 1 v)
    (hu1 : ∀ k, ‖u k‖ = 1) (hv1 : ∀ k, ‖v k‖ = 1)
    (hup : Function.Periodic u (2 * π)) (hvp : Function.Periodic v (2 * π))
    (hray : ∀ k, ∃ c : ℂ, v k = c • u k) (a : ℝ) :
    Complex.exp (I * berryPhase v a (a + 2 * π))
      = Complex.exp (I * berryPhase u a (a + 2 * π)) := by
  obtain ⟨m, hm⟩ := two_gauge_quantization hu hv hu1 hv1 hup hvp hray a
  have h : I * berryPhase v a (a + 2 * π)
      = I * berryPhase u a (a + 2 * π) + m * (2 * (π : ℂ) * I) := by
    linear_combination I * hm
  rw [h, Complex.exp_add, Complex.exp_int_mul_two_pi_mul_I, mul_one]
```

Q: One doubt remains. All of this would be true, and empty, if the integer were always zero.

A: Every integer occurs. For $g_m(k)=e^{imk}$ one has $g_m(k+2\pi)=e^{imk}e^{2\pi i m}=g_m(k)$, and $g_m'=im\,g_m$ gives $\bar g_m g_m'=im$. The shift formula then gives, for any $C^1$ unit family $u$ and any $a$,
$$\gamma[g_m u;a,a+2\pi]-\gamma[u;a,a+2\pi]=i\cdot im\cdot 2\pi=-2\pi m .$$
The minus sign comes from the factor $+i$ in $\mathcal{A}$, and as $m$ runs over the integers so does $-m$. The smallest instance is $E=\mathbb{C}$ with $u\equiv 1$: the phase of $u$ is zero and that of $e^{imk}$ is $-2\pi m$. The statement of `windingGauge_shift` is the conjunction of periodicity and this value. Inside the proof, `hg` and `hg1` establish that $g_m$ is $C^1$ and of modulus one so that `berryPhase_gauge` applies, `hpt` evaluates the integrand to the constant $im$, `intervalIntegral.integral_const` supplies the length $2\pi$, and `Complex.I_mul_I` supplies $i\cdot i=-1$.

```lean
/-- The gauge function `exp(i m k)` is `2π`-periodic and shifts the Berry phase over one
period by exactly `-2π m`. -/
theorem windingGauge_shift {u : ℝ → E} (hu : ContDiff ℝ 1 u) (hu1 : ∀ k, ‖u k‖ = 1)
    (m : ℤ) (a : ℝ) :
    Function.Periodic (windingGauge m) (2 * π) ∧
      berryPhase (gauge (windingGauge m) u) a (a + 2 * π) - berryPhase u a (a + 2 * π)
        = -(2 * (π : ℂ) * m) := by
  constructor
  · intro k
    have h : I * m * ((k + 2 * π : ℝ) : ℂ) = I * m * k + m * (2 * (π : ℂ) * I) := by
      push_cast; ring
    simp only [windingGauge]
    rw [h, Complex.exp_add, Complex.exp_int_mul_two_pi_mul_I, mul_one]
  · have h0 : ContDiff ℝ 1 fun k : ℝ => (k : ℂ) := Complex.ofRealCLM.contDiff
    have hg : ContDiff ℝ 1 (windingGauge m) := (contDiff_const.mul h0).cexp
    have hg1 : ∀ k, ‖windingGauge m k‖ = 1 := by
      intro k
      simp only [windingGauge]
      rw [Complex.norm_exp]
      simp
    -- the integrand `conj(g) g'` is the constant `i m`
    have hpt : ∀ k, conj (windingGauge m k) * deriv (windingGauge m) k = I * m := by
      intro k
      have hk : HasDerivAt (fun y : ℝ => (y : ℂ)) 1 k := Complex.ofRealCLM.hasDerivAt
      have hd : HasDerivAt (windingGauge m) (windingGauge m k * (I * m * 1)) k :=
        (hk.const_mul (I * m)).cexp
      have h1 : conj (windingGauge m k) * windingGauge m k = 1 := by
        rw [mul_comm, Complex.mul_conj, Complex.normSq_eq_norm_sq, hg1]; simp
      rw [hd.deriv]
      linear_combination (I * m) * h1
    rw [berryPhase_gauge hg hu hg1 hu1]
    simp only [hpt]
    rw [intervalIntegral.integral_const, Complex.real_smul]
    push_cast
    linear_combination (2 * (π : ℂ) * m) * Complex.I_mul_I

end

end TwoGaugeQuantization
```

```lean
#print axioms TwoGaugeQuantization.two_gauge_quantization
-- 'TwoGaugeQuantization.two_gauge_quantization' depends on axioms: [propext, Classical.choice, Quot.sound]
#print axioms TwoGaugeQuantization.phase_factor_eq
-- 'TwoGaugeQuantization.phase_factor_eq' depends on axioms: [propext, Classical.choice, Quot.sound]
#print axioms TwoGaugeQuantization.windingGauge_shift
-- 'TwoGaugeQuantization.windingGauge_shift' depends on axioms: [propext, Classical.choice, Quot.sound]
```
